# Enlarging the basis of an orthogonal projector never raises the Frobenius error of a projected matrix, but can worsen one orbital's expectation value

In the ab initio model potential (AIMP) method, the exchange operator of a frozen core is replaced by its spectral representation in a finite basis on the core's atom. A valence orbital in a molecule also has components on neighbouring atoms, outside that basis. If the atomic basis is extended, does the exchange felt by such an orbital become more accurate? The operator as a whole does, in the Frobenius norm, or else its representation is unchanged. The single orbital may fare worse.

## Frobenius error for nested bases

Let $K$ be a finite complex matrix, the model of the exchange operator in an orthonormal basis of the full one-electron space. Let $P$ and $R$ be orthogonal projectors, so $P^\dagger=P=P^2$ and likewise for $R$. The condition $RP=P$ says that the space of $R$ contains that of $P$. With $\|A\|_F^2=\sum_{ij}|A_{ij}|^2$,

$$\|K-PKP\|_F^2=\|K-RKR\|_F^2+\|RKR-PKP\|_F^2 .$$

Hence the error with $R$ is at most the error with $P$, with equality exactly when $RKR=PKP$. $K$ need not be symmetric or Hermitian.

For an orbital $x$, the expectation error is $x^\dagger(K-PKP)x$. It vanishes if $Px=x$, and in general

$$|x^\dagger(K-PKP)x|\le\|K-PKP\|_F\,\|x\|^2 .$$

So the bound cannot grow when the basis is extended, but the error beneath it can.

## Checking a basis extension in an AIMP code

When a code stores $PKP$ in place of $K$, the expectation error vanishes for orbitals inside the basis, and the bound limits it for all others. For linearly independent basis functions with coefficient columns $C$, the projector is $P=CS^{-1}C^\dagger$ with $S=C^\dagger C$.

If the computed Frobenius error rises between nested bases by more than rounding allows, something is wrong, for instance a missing $S^{-1}$. A rise in the size of one orbital's expectation error is not in itself such a sign, unless the orbital lies in the larger basis, where that error must vanish.

## Splitting the error into orthogonal parts

Since $(A^\dagger A)_{jj}=\sum_i|A_{ij}|^2$, we have $\|A\|_F^2=\mathrm{tr}(A^\dagger A)$. If $\mathrm{tr}(A^\dagger B)=0$, its complex conjugate $\mathrm{tr}(B^\dagger A)$ is also zero, and expanding the trace gives $\|A+B\|_F^2=\|A\|_F^2+\|B\|_F^2$.

Put $E=K-PKP$. Then

$$PE^\dagger P=PK^\dagger P-P^2K^\dagger P^2=0 .$$

For any matrix $X$, write $K-PXP=E+P(K-X)P$. The two parts are orthogonal, because

$$\mathrm{tr}\big(E^\dagger P(K-X)P\big)=\mathrm{tr}\big(PE^\dagger P(K-X)\big)=0 .$$

Therefore

$$\|K-PXP\|_F^2=\|K-PKP\|_F^2+\|P(K-X)P\|_F^2 .$$

Now use this with $R$ in place of $P$ and $X=PKP$. The adjoint of $RP=P$ is $PR=P$, so $R(PKP)R=PKP$, and the identity for nested bases follows. Its last term is non-negative and vanishes only when $RKR=PKP$.

If $Px=x$, then $x^\dagger PKPx=(Px)^\dagger K(Px)=x^\dagger Kx$. For any $x$ and $A$, the triangle and Cauchy–Schwarz inequalities give

$$|x^\dagger Ax|\le\sum_{ij}|A_{ij}||x_i||x_j|\le\|A\|_F\Big(\sum_{ij}|x_i|^2|x_j|^2\Big)^{1/2}=\|A\|_F\|x\|^2 .$$

**Three basis functions.** Take $K=ww^T$ with $w=(1,1,-1)$, and $x=(1,1,1)$. The exact value is $x^\dagger Kx=(w\cdot x)^2=1$.

| Basis | Squared Frobenius error | $x^\dagger(\text{representation})x$ | Error | Error for $x/\sqrt3$ |
|---|---|---|---|---|
| $e_1$ | 8 | 1 | 0 | 0 |
| $e_1,e_2$ | 5 | 4 | −3 | −1 |

The small basis gives this orbital's exact expectation value only through cancellation among the omitted elements, and the larger basis breaks that cancellation. Three dimensions are the fewest for such an example with a non-empty starting basis: in two, a proper enlargement already fills the space and removes every error.

## Lean file

```lean
import Mathlib

open Matrix

namespace AIMPSpectralRepresentation

noncomputable section

variable {n : Type*} [Fintype n]

/-- An orthogonal projector: a Hermitian idempotent matrix. -/
structure IsOrthProj (P : Matrix n n ℂ) : Prop where
  herm : Pᴴ = P
  idem : P * P = P

/-- The spectral representation `P K P` of an operator `K` in the basis onto which `P` projects. -/
def spectralRep (P K : Matrix n n ℂ) : Matrix n n ℂ := P * K * P

/-- The squared Frobenius norm: the sum of the squared moduli of all matrix elements. -/
def frobSq (A : Matrix n n ℂ) : ℝ := ∑ i, ∑ j, ‖A i j‖ ^ 2

/-- The squared Frobenius error of the spectral representation of `K`. -/
def errSq (P K : Matrix n n ℂ) : ℝ := frobSq (K - spectralRep P K)

/-- The expectation value `x† A x` of an operator in an orbital `x`, not necessarily normalised. -/
def expect (x : n → ℂ) (A : Matrix n n ℂ) : ℂ := star x ⬝ᵥ (A *ᵥ x)

/-- The squared Frobenius norm of `A` is the trace of `A† A`. -/
theorem frobSq_eq_trace (A : Matrix n n ℂ) : (frobSq A : ℂ) = Matrix.trace (Aᴴ * A) := by
  simp only [frobSq, Matrix.trace, Matrix.diag, Matrix.mul_apply, Matrix.conjTranspose_apply]
  push_cast
  rw [Finset.sum_comm]
  exact Finset.sum_congr rfl fun j _ => Finset.sum_congr rfl fun i _ =>
    (Complex.conj_mul' (A i j)).symm

/-- Squared Frobenius norms add for two matrices that are orthogonal in the trace inner product. -/
theorem frobSq_add_of_orthogonal (A B : Matrix n n ℂ) (h : Matrix.trace (Aᴴ * B) = 0) :
    frobSq (A + B) = frobSq A + frobSq B := by
  have h' : Matrix.trace (Bᴴ * A) = 0 := by
    have h1 := Matrix.trace_conjTranspose (Aᴴ * B)
    rw [Matrix.conjTranspose_mul, Matrix.conjTranspose_conjTranspose, h, star_zero] at h1
    exact h1
  have h2 : ((frobSq (A + B) : ℝ) : ℂ) = ((frobSq A + frobSq B : ℝ) : ℂ) := by
    push_cast
    simp only [frobSq_eq_trace, Matrix.conjTranspose_add, Matrix.add_mul, Matrix.mul_add,
      Matrix.trace_add, h, h']
    ring
  exact_mod_cast h2

/-- For an orthogonal projector `P`, the squared error of any approximation `P X P` to `K` is that
of the spectral representation `P K P` plus the squared distance between the two. -/
theorem error_pythagoras {P : Matrix n n ℂ} (hP : IsOrthProj P) (K X : Matrix n n ℂ) :
    frobSq (K - P * X * P) = errSq P K + frobSq (P * (K - X) * P) := by
  classical
  have hsplit : K - P * X * P = (K - spectralRep P K) + P * (K - X) * P := by
    unfold spectralRep
    noncomm_ring
  -- the error has no component inside the basis
  have h0 : P * (K - spectralRep P K)ᴴ * P = 0 := by
    have h1 : (K - spectralRep P K)ᴴ = Kᴴ - P * Kᴴ * P := by
      simp only [spectralRep, Matrix.conjTranspose_sub, Matrix.conjTranspose_mul, hP.herm,
        Matrix.mul_assoc]
    calc P * (K - spectralRep P K)ᴴ * P = P * Kᴴ * P - (P * P) * Kᴴ * (P * P) := by
          rw [h1]; noncomm_ring
      _ = 0 := by rw [hP.idem, sub_self]
  have horth : Matrix.trace ((K - spectralRep P K)ᴴ * (P * (K - X) * P)) = 0 := by
    calc Matrix.trace ((K - spectralRep P K)ᴴ * (P * (K - X) * P))
        = Matrix.trace (((K - spectralRep P K)ᴴ * (P * (K - X))) * P) := by
          simp only [Matrix.mul_assoc]
      _ = Matrix.trace (P * ((K - spectralRep P K)ᴴ * (P * (K - X)))) :=
          Matrix.trace_mul_comm _ _
      _ = Matrix.trace ((P * (K - spectralRep P K)ᴴ * P) * (K - X)) := by
          simp only [Matrix.mul_assoc]
      _ = 0 := by rw [h0, Matrix.zero_mul, Matrix.trace_zero]
  rw [hsplit, frobSq_add_of_orthogonal _ _ horth, errSq]

/-- The squared Frobenius norm vanishes only for the zero matrix. -/
theorem frobSq_eq_zero_iff (A : Matrix n n ℂ) : frobSq A = 0 ↔ A = 0 := by
  constructor
  · intro h
    unfold frobSq at h
    ext i j
    have h1 := (Finset.sum_eq_zero_iff_of_nonneg (fun (i : n) _ =>
      Finset.sum_nonneg fun (j : n) _ => sq_nonneg ‖A i j‖)).1 h i (Finset.mem_univ i)
    have h2 := (Finset.sum_eq_zero_iff_of_nonneg (fun (j : n) _ =>
      sq_nonneg ‖A i j‖)).1 h1 j (Finset.mem_univ j)
    simpa using h2
  · rintro rfl
    simp [frobSq]

/-- If the basis of the orthogonal projector `R` contains that of `P` (`R P = P`), the Frobenius
error with `R` is at most that with `P`, and the two are equal exactly when the two spectral
representations coincide. -/
theorem error_le_of_larger_basis {P R : Matrix n n ℂ} (hP : IsOrthProj P) (hR : IsOrthProj R)
    (hRP : R * P = P) (K : Matrix n n ℂ) :
    errSq R K ≤ errSq P K ∧
      (errSq R K = errSq P K ↔ spectralRep R K = spectralRep P K) := by
  classical
  have hPR : P * R = P := by
    have h := congrArg Matrix.conjTranspose hRP
    rwa [Matrix.conjTranspose_mul, hP.herm, hR.herm] at h
  -- the small-basis representation already lives in the large basis
  have hin : R * spectralRep P K * R = spectralRep P K := by
    calc R * spectralRep P K * R = (R * P) * K * (P * R) := by
          unfold spectralRep; noncomm_ring
      _ = spectralRep P K := by rw [hRP, hPR, spectralRep]
  have hdiff : R * (K - spectralRep P K) * R = spectralRep R K - spectralRep P K := by
    rw [Matrix.mul_sub, Matrix.sub_mul, hin]
    rfl
  have hmain : errSq P K = errSq R K + frobSq (spectralRep R K - spectralRep P K) := by
    have h := error_pythagoras hR K (spectralRep P K)
    rwa [hin, hdiff] at h
  have hnn : 0 ≤ frobSq (spectralRep R K - spectralRep P K) :=
    Finset.sum_nonneg fun i _ => Finset.sum_nonneg fun j _ => sq_nonneg _
  refine ⟨by linarith, ?_⟩
  rw [← sub_eq_zero (a := spectralRep R K), ← frobSq_eq_zero_iff]
  constructor <;> intro h <;> linarith

/-- An orbital lying in the basis of the orthogonal projector `P` has no error in its
expectation value. -/
theorem expect_error_eq_zero {P : Matrix n n ℂ} (hP : IsOrthProj P) (K : Matrix n n ℂ)
    {x : n → ℂ} (hx : P *ᵥ x = x) : expect x (K - spectralRep P K) = 0 := by
  have hs : star x ᵥ* P = star x := by
    have h := Matrix.star_mulVec P x
    rw [hx, hP.herm] at h
    exact h.symm
  unfold expect spectralRep
  rw [Matrix.sub_mulVec, dotProduct_sub, ← Matrix.mulVec_mulVec, hx, ← Matrix.mulVec_mulVec,
    Matrix.dotProduct_mulVec (star x) P, hs, sub_self]

/-- The modulus of an expectation value is at most the Frobenius norm of the operator times the
squared norm of the orbital (stated for the squares). -/
theorem norm_expect_sq_le (A : Matrix n n ℂ) (x : n → ℂ) :
    ‖expect x A‖ ^ 2 ≤ frobSq A * (∑ i, ‖x i‖ ^ 2) ^ 2 := by
  have h1 : ‖expect x A‖ ≤ ∑ p : n × n, ‖A p.1 p.2‖ * (‖x p.1‖ * ‖x p.2‖) := by
    rw [Fintype.sum_prod_type]
    simp only [expect, dotProduct, Matrix.mulVec, Finset.mul_sum, Pi.star_apply]
    refine (norm_sum_le _ _).trans (Finset.sum_le_sum fun i _ =>
      (norm_sum_le _ _).trans (Finset.sum_le_sum fun j _ => ?_))
    rw [norm_mul, norm_mul, norm_star]
    exact le_of_eq (by ring)
  -- Cauchy-Schwarz over pairs of basis functions
  have h2 : (∑ p : n × n, ‖A p.1 p.2‖ * (‖x p.1‖ * ‖x p.2‖)) ^ 2 ≤
      (∑ p : n × n, ‖A p.1 p.2‖ ^ 2) * ∑ p : n × n, (‖x p.1‖ * ‖x p.2‖) ^ 2 :=
    Finset.sum_mul_sq_le_sq_mul_sq _ _ _
  have h3 : ∑ p : n × n, (‖x p.1‖ * ‖x p.2‖) ^ 2 = (∑ i, ‖x i‖ ^ 2) ^ 2 := by
    rw [Fintype.sum_prod_type, sq (∑ i, ‖x i‖ ^ 2), Finset.sum_mul_sum]
    simp only [mul_pow]
  have h4 : ∑ p : n × n, ‖A p.1 p.2‖ ^ 2 = frobSq A := by
    rw [Fintype.sum_prod_type, frobSq]
  rw [h3, h4] at h2
  exact (pow_le_pow_left₀ (norm_nonneg _) h1 2).trans h2

/-- The projector onto the first of three basis functions. -/
def projOne : Matrix (Fin 3) (Fin 3) ℂ := !![1, 0, 0; 0, 0, 0; 0, 0, 0]

/-- The projector onto the first two of three basis functions. -/
def projTwo : Matrix (Fin 3) (Fin 3) ℂ := !![1, 0, 0; 0, 1, 0; 0, 0, 0]

/-- The rank-one model exchange matrix `w wᵀ` with `w = (1, 1, -1)`. -/
def modelK : Matrix (Fin 3) (Fin 3) ℂ := Matrix.vecMulVec ![1, 1, -1] ![1, 1, -1]

/-- `projOne` and `projTwo` are orthogonal projectors, and the basis of the second contains that
of the first. -/
theorem nested_projectors_witness :
    IsOrthProj projOne ∧ IsOrthProj projTwo ∧ projTwo * projOne = projOne := by
  refine ⟨⟨?_, ?_⟩, ⟨?_, ?_⟩, ?_⟩ <;>
    (ext i j; fin_cases i <;> fin_cases j <;>
      simp [projOne, projTwo, Matrix.mul_apply, Fin.sum_univ_succ])

/-- For the model exchange matrix, adding the second basis function lowers the squared Frobenius
error from 8 to 5, while the error in the expectation value of the orbital `(1, 1, 1)` goes from
0 to -3. -/
theorem larger_basis_worse_expectation :
    errSq projOne modelK = 8 ∧ errSq projTwo modelK = 5 ∧
      expect ![1, 1, 1] (modelK - spectralRep projOne modelK) = 0 ∧
      expect ![1, 1, 1] (modelK - spectralRep projTwo modelK) = -3 := by
  have hK : modelK = !![1, 1, -1; 1, 1, -1; -1, -1, 1] := by
    ext i j
    fin_cases i <;> fin_cases j <;> simp [modelK, Matrix.vecMulVec_apply]
  -- the two error matrices, written out
  have e1 : modelK - spectralRep projOne modelK = !![0, 1, -1; 1, 1, -1; -1, -1, 1] := by
    rw [hK]
    ext i j
    fin_cases i <;> fin_cases j <;>
      simp [spectralRep, projOne]
  have e2 : modelK - spectralRep projTwo modelK = !![0, 0, -1; 0, 0, -1; -1, -1, 1] := by
    rw [hK]
    ext i j
    fin_cases i <;> fin_cases j <;>
      simp [spectralRep, projTwo]
  unfold errSq
  rw [e1, e2]
  refine ⟨?_, ?_, ?_, ?_⟩
  · simp [frobSq, Fin.sum_univ_succ] <;> norm_num
  · simp [frobSq, Fin.sum_univ_succ] <;> norm_num
  · simp [expect, dotProduct, Matrix.mulVec, Fin.sum_univ_succ] <;> norm_num
  · simp [expect, dotProduct, Matrix.mulVec, Fin.sum_univ_succ] <;> norm_num

end

end AIMPSpectralRepresentation
```

```lean
#print axioms AIMPSpectralRepresentation.error_le_of_larger_basis
-- 'AIMPSpectralRepresentation.error_le_of_larger_basis' depends on axioms: [propext, Classical.choice, Quot.sound]
#print axioms AIMPSpectralRepresentation.expect_error_eq_zero
-- 'AIMPSpectralRepresentation.expect_error_eq_zero' depends on axioms: [propext, Classical.choice, Quot.sound]
#print axioms AIMPSpectralRepresentation.norm_expect_sq_le
-- 'AIMPSpectralRepresentation.norm_expect_sq_le' depends on axioms: [propext, Classical.choice, Quot.sound]
#print axioms AIMPSpectralRepresentation.larger_basis_worse_expectation
-- 'AIMPSpectralRepresentation.larger_basis_worse_expectation' depends on axioms: [propext, Classical.choice, Quot.sound]
```

## How the Lean statements and proofs correspond to the matrices

The finite type `n` labels the orthonormal basis of the full space. `IsOrthProj` holds the two projector conditions, `spectralRep P K` is $PKP$, and `errSq P K` is the squared error. `expect x A` is $x^\dagger Ax$ without normalisation. Errors are exact minus approximate, which fixes the sign of −3.

`frobSq_eq_trace` and `frobSq_add_of_orthogonal` supply the trace formula and the addition of squared norms. In `error_pythagoras`, `hsplit` is the splitting, `h0` is $PE^\dagger P=0$, and `horth` is the orthogonality. `error_le_of_larger_basis` specialises this in `hmain`; `frobSq_eq_zero_iff` then settles equality. `expect_error_eq_zero` and `norm_expect_sq_le` are the two orbital statements, the second in squared form and for any matrix `A`.

For the example, `nested_projectors_witness` checks the projectors and their nesting entry by entry, and `larger_basis_worse_expectation` evaluates the four errors from explicit error matrices.

The central device is `Matrix.trace_mul_comm`, which states $\mathrm{tr}(AB)=\mathrm{tr}(BA)$ for two factors. The trace in `horth` has four, so `Matrix.mul_assoc` first regroups them to leave the final `P` as one factor. After the swap, a second regrouping exposes the product that `h0` makes zero.

## Reach of the result in an AIMP calculation

The theorems guarantee the Frobenius ordering for every finite matrix $K$ and every nested pair of orthogonal projectors. They give no rate of convergence and say nothing about rounding, an infinite-dimensional operator, or the Coulomb and core-shift terms of a model potential. The rank-one $K$ is a model matrix, not one computed from core orbitals.

For electronic structure, the result concerns a fixed exchange matrix and a fixed orbital; it does not predict how a self-consistent total energy responds to a larger basis.
